# Relaxation of a Noiseless Overdamped Josephson Junction to Its Zero-Voltage State Below the Critical Current

Knowing that a junction has a stationary phase does not tell us that the phase approaches it. If the phase kept running, a junction biased below its critical current could still carry a voltage, since the voltage is proportional to the rate of change of the phase. The problems below settle this for a constant bias and a phase that starts strictly between two neighbouring unstable equilibria.

Let φ be the superconducting phase difference and i the bias current divided by the critical current. Time is measured in units of ħ/(2eRI_c), with R the shunt resistance and I_c the critical current. Current balance then reads

φ′ = i − sin φ.

Write a = arcsin i and κ = √(1 − i²), so that sin a = i and cos a = κ for |i| ≤ 1. The equation assumes a sinusoidal supercurrent and an ohmic shunt, and it neglects capacitance and noise. These are modelling assumptions about the device, which the results below do not justify.

In Lean, `IsJunctionPhase i φ` says that φ satisfies the equation at every t ≥ 0, with a one-sided derivative at t = 0; values at negative times are unrestricted. `relaxRate i` is κ, and `relaxingPhase i c` is a candidate trajectory with a free real constant c.

```lean
import Mathlib

open Real Set Filter Topology

namespace JosephsonZeroVoltage

noncomputable section

/-- The phase `φ` obeys the overdamped junction equation `φ' = i - sin φ` for all times `t ≥ 0`,
with a one-sided derivative at `t = 0`; `i` is the bias in units of the critical current. -/
def IsJunctionPhase (i : ℝ) (φ : ℝ → ℝ) : Prop :=
  ∀ t, 0 ≤ t → HasDerivWithinAt φ (i - sin (φ t)) (Ici 0) t

/-- The relaxation rate `√(1 - i²)` of a junction with bias `|i| ≤ 1`. -/
def relaxRate (i : ℝ) : ℝ := √(1 - i ^ 2)

/-- The closed-form phase `2 arctan ((i + c exp (-κ t)) / κ) - arcsin i` with `κ = √(1 - i²)`,
for bias `|i| < 1` and a real constant `c`. -/
def relaxingPhase (i c t : ℝ) : ℝ :=
  2 * arctan ((i + c * exp (-(relaxRate i * t))) / relaxRate i) - arcsin i
```

## (a) A positive relaxation rate

Show that for |i| < 1

κ > 0.

**Solution.** From −1 < i < 1 we get i² < 1, so 1 − i² is positive and so is its square root.

```lean
/-- Below the critical current, `|i| < 1`, the relaxation rate is positive. -/
theorem relaxRate_pos {i : ℝ} (hi : |i| < 1) : 0 < relaxRate i := by
  obtain ⟨h1, h2⟩ := abs_lt.mp hi
  exact Real.sqrt_pos.mpr (by nlinarith)
```

## (b) The net current as a product

Show that for |i| ≤ 1 and every phase φ

i − sin φ = −2 sin((φ − a)/2) cos((φ + a)/2).

**Solution.** Write i = sin a and use the formula for a difference of sines:

sin a − sin φ = 2 sin((a − φ)/2) cos((a + φ)/2).

Reversing the sign inside the first sine gives the result. The Lean proof uses the same formula, `Real.sin_sub_sin`.

```lean
/-- For `|i| ≤ 1` the net current `i - sin x` factorises into a sine and a cosine of
half-angles measured from `arcsin i`. -/
theorem net_current_factor {i : ℝ} (hi : |i| ≤ 1) (x : ℝ) :
    i - sin x = -2 * sin ((x - arcsin i) / 2) * cos ((x + arcsin i) / 2) := by
  obtain ⟨h1, h2⟩ := abs_le.mp hi
  have h := Real.sin_sub_sin (arcsin i) x
  rw [Real.sin_arcsin h1 h2, show (arcsin i - x) / 2 = -((x - arcsin i) / 2) by ring,
    Real.sin_neg, add_comm (arcsin i) x] at h
  linear_combination h
```

## (c) The phase cannot leave its interval

Let |i| ≤ 1 and −π − a < φ(0) < π − a. Show that for all t ≥ 0

−π − a < φ(t) < π − a.

**Solution.** Put θ = (φ + a)/2 and ψ = (φ − a)/2. By (b), θ′ = −sin ψ cos θ, hence

(cos²θ)′ = −2 sin θ cos θ θ′ = 2 sin θ sin ψ cos²θ,

(cos²θ · exp(2t))′ = 2 cos²θ · exp(2t) · (1 + sin θ sin ψ) ≥ 0.

Therefore

cos²θ(t) ≥ cos²θ(0) exp(−2t) > 0,

because θ(0) lies strictly between −π/2 and π/2. If φ left the interval, continuity would make it equal π − a or −π − a at some time. There θ = ±π/2 and cos θ = 0, a contradiction.

In the code, `hd` is the derivative, `hmono` the monotonicity and `hne` the nonvanishing cosine. The intermediate value theorem then excludes each end in turn.

```lean
/-- For `|i| ≤ 1`, a solution of the junction equation that starts strictly between `-π - arcsin i`
and `π - arcsin i` stays strictly between them at all later times. -/
theorem phase_trapped {i : ℝ} {φ : ℝ → ℝ} (hi : |i| ≤ 1) (h : IsJunctionPhase i φ)
    (h0 : φ 0 ∈ Ioo (-π - arcsin i) (π - arcsin i)) {t : ℝ} (ht : 0 ≤ t) :
    φ t ∈ Ioo (-π - arcsin i) (π - arcsin i) := by
  have hcont : ContinuousOn φ (Ici 0) := fun s hs => (h s hs).continuousWithinAt
  -- the squared cosine can decay at most like `exp (-2 t)`
  have hd : ∀ s ∈ interior (Ici (0 : ℝ)), HasDerivAt
      (fun s => cos ((φ s + arcsin i) / 2) * cos ((φ s + arcsin i) / 2) * exp (2 * s))
      (2 * (cos ((φ s + arcsin i) / 2) ^ 2 * exp (2 * s) *
        (1 + sin ((φ s + arcsin i) / 2) * sin ((φ s - arcsin i) / 2)))) s := by
    intro s hs
    rw [interior_Ici] at hs
    have hs' : 0 < s := hs
    have hφ := (h s hs'.le).hasDerivAt (Ici_mem_nhds hs')
    have hc := ((hφ.add_const (arcsin i)).div_const 2).cos
    refine ((hc.fun_mul hc).fun_mul
      (((hasDerivAt_id' s).const_mul 2).exp)).congr_deriv ?_
    rw [net_current_factor hi (φ s)]
    ring
  have hmono : MonotoneOn
      (fun s => cos ((φ s + arcsin i) / 2) * cos ((φ s + arcsin i) / 2) * exp (2 * s))
      (Ici 0) := by
    refine monotoneOn_of_deriv_nonneg (convex_Ici 0) (by fun_prop)
      (fun s hs => (hd s hs).differentiableAt.differentiableWithinAt) ?_
    intro s hs
    rw [(hd s hs).deriv]
    have hb : 0 ≤ 1 + sin ((φ s + arcsin i) / 2) * sin ((φ s - arcsin i) / 2) := by
      nlinarith [Real.sin_sq_le_one ((φ s + arcsin i) / 2),
        Real.sin_sq_le_one ((φ s - arcsin i) / 2),
        sq_nonneg (sin ((φ s + arcsin i) / 2) + sin ((φ s - arcsin i) / 2))]
    positivity
  have hne : ∀ s, 0 ≤ s → cos ((φ s + arcsin i) / 2) ≠ 0 := by
    intro s hs hz
    have hC : 0 < cos ((φ 0 + arcsin i) / 2) :=
      Real.cos_pos_of_mem_Ioo ⟨by linarith [h0.1], by linarith [h0.2]⟩
    have hm : cos ((φ 0 + arcsin i) / 2) * cos ((φ 0 + arcsin i) / 2) * exp (2 * 0) ≤
        cos ((φ s + arcsin i) / 2) * cos ((φ s + arcsin i) / 2) * exp (2 * s) :=
      hmono (mem_Ici.mpr le_rfl) (mem_Ici.mpr hs) hs
    have hp := mul_pos (mul_pos hC hC) (Real.exp_pos (2 * 0))
    rw [hz, zero_mul, zero_mul] at hm
    exact absurd hp (not_lt_of_ge hm)
  -- leaving the interval would force the cosine through zero
  have hct : ContinuousOn φ (Icc 0 t) := hcont.mono Icc_subset_Ici_self
  constructor
  · by_contra hlt
    obtain ⟨s, hs, he⟩ := intermediate_value_Icc' ht hct ⟨not_lt.mp hlt, h0.1.le⟩
    apply hne s hs.1
    rw [he, show (-π - arcsin i + arcsin i) / 2 = -(π / 2) by ring, Real.cos_neg,
      Real.cos_pi_div_two]
  · by_contra hlt
    obtain ⟨s, hs, he⟩ := intermediate_value_Icc ht hct ⟨h0.2.le, not_lt.mp hlt⟩
    apply hne s hs.1
    rw [he, show (π - arcsin i + arcsin i) / 2 = π / 2 by ring, Real.cos_pi_div_two]
```

## (d) A quantity that decays exponentially

For |i| < 1 and the same range of starting phases, show that for t ≥ 0

κ tan((φ(t) + a)/2) − i = [κ tan((φ(0) + a)/2) − i] exp(−κt).

**Solution.** Let u = κ tan θ − i. By (c), cos θ ≠ 0, so u is differentiable. Since ψ = θ − a,

sin ψ = κ sin θ − i cos θ = u cos θ.

Thus θ′ = −u cos²θ, and

u′ = κθ′/cos²θ = −κu.

It follows that (u exp(κt))′ = 0, so u exp(κt) keeps its initial value. Lean also shows that this product has zero derivative. There is no division by u, so a start at equilibrium, where u = 0, is included.

```lean
/-- For `|i| < 1` and a solution `φ` of the junction equation that starts strictly between
`-π - arcsin i` and `π - arcsin i`, the quantity `κ tan ((φ + arcsin i) / 2) - i` decays exactly
exponentially with rate `κ = √(1 - i²)`. -/
theorem exponential_relaxation {i : ℝ} {φ : ℝ → ℝ} (hi : |i| < 1) (h : IsJunctionPhase i φ)
    (h0 : φ 0 ∈ Ioo (-π - arcsin i) (π - arcsin i)) {t : ℝ} (ht : 0 ≤ t) :
    relaxRate i * tan ((φ t + arcsin i) / 2) - i =
      (relaxRate i * tan ((φ 0 + arcsin i) / 2) - i) * exp (-(relaxRate i * t)) := by
  obtain ⟨h1, h2⟩ := abs_lt.mp hi
  have hcos : cos (arcsin i) = relaxRate i := Real.cos_arcsin i
  have hd : ∀ s, 0 ≤ s → HasDerivWithinAt
      (fun s => (relaxRate i * tan ((φ s + arcsin i) / 2) - i) * exp (relaxRate i * s))
      0 (Ici 0) s := by
    intro s hs
    have hm := phase_trapped hi.le h h0 hs
    have hc : cos ((φ s + arcsin i) / 2) ≠ 0 :=
      (Real.cos_pos_of_mem_Ioo ⟨by linarith [hm.1], by linarith [hm.2]⟩).ne'
    have htan : HasDerivWithinAt (fun s => tan ((φ s + arcsin i) / 2))
        (1 / cos ((φ s + arcsin i) / 2) ^ 2 * ((i - sin (φ s)) / 2)) (Ici 0) s := by
      have hθ : HasDerivWithinAt (fun s => (φ s + arcsin i) / 2)
          ((i - sin (φ s)) / 2) (Ici 0) s :=
        ((h s hs).add_const (arcsin i)).div_const 2
      have hT : HasDerivAt tan (1 / cos ((φ s + arcsin i) / 2) ^ 2)
          ((fun s => (φ s + arcsin i) / 2) s) := Real.hasDerivAt_tan hc
      have hcomp := hT.comp_hasDerivWithinAt s hθ
      exact hcomp
    refine (((htan.const_mul (relaxRate i)).sub_const i).fun_mul
      (((hasDerivAt_id' s).const_mul (relaxRate i)).exp.hasDerivWithinAt)).congr_deriv ?_
    -- express the net current through the tangent of the half-angle
    have hf := net_current_factor hi.le (φ s)
    have hψ : sin ((φ s - arcsin i) / 2) = sin ((φ s + arcsin i) / 2) * relaxRate i
        - cos ((φ s + arcsin i) / 2) * i := by
      rw [show (φ s - arcsin i) / 2 = (φ s + arcsin i) / 2 - arcsin i by ring,
        Real.sin_sub, hcos, Real.sin_arcsin h1.le h2.le]
    have hT := Real.tan_mul_cos hc
    have hcur : i - sin (φ s) = -2 * (relaxRate i * tan ((φ s + arcsin i) / 2) - i) *
        cos ((φ s + arcsin i) / 2) ^ 2 := by
      linear_combination hf - 2 * cos ((φ s + arcsin i) / 2) * hψ
        + 2 * cos ((φ s + arcsin i) / 2) * relaxRate i * hT
    have hr := one_div_mul_cancel (pow_ne_zero 2 hc)
    linear_combination (relaxRate i * exp (relaxRate i * s) *
      (1 / cos ((φ s + arcsin i) / 2) ^ 2) / 2) * hcur
      - relaxRate i * exp (relaxRate i * s) *
        (relaxRate i * tan ((φ s + arcsin i) / 2) - i) * hr
  have hconst := constant_of_has_deriv_right_zero
    (fun s hs => ((hd s hs.1).continuousWithinAt).mono Icc_subset_Ici_self)
    (fun s hs => (hd s hs.1).mono (Ici_subset_Ici.mpr hs.1)) t ⟨ht, le_rfl⟩
  simp only [mul_zero, Real.exp_zero, mul_one] at hconst
  rw [Real.exp_neg, ← div_eq_mul_inv, eq_div_iff (Real.exp_ne_zero _)]
  exact hconst
```

## (e) The trajectory from its initial phase

Under the conditions of (d), show that for t ≥ 0

φ(t) = 2 arctan((i + c exp(−κt))/κ) − a, with c = κ tan((φ(0) + a)/2) − i.

**Solution.** Part (d) gives

tan θ(t) = (i + c exp(−κt))/κ.

By (c), θ(t) lies strictly between −π/2 and π/2, where arctan inverts tan. Hence θ is the arctangent of the right-hand side, and φ = 2θ − a. The lemma `Real.arctan_tan` needs exactly these two bounds.

```lean
/-- For `|i| < 1`, every solution that starts strictly between `-π - arcsin i` and
`π - arcsin i` is given at all `t ≥ 0` by the closed form, with `c` fixed by the initial phase. -/
theorem phase_eq_relaxingPhase {i : ℝ} {φ : ℝ → ℝ} (hi : |i| < 1) (h : IsJunctionPhase i φ)
    (h0 : φ 0 ∈ Ioo (-π - arcsin i) (π - arcsin i)) {t : ℝ} (ht : 0 ≤ t) :
    φ t = relaxingPhase i (relaxRate i * tan ((φ 0 + arcsin i) / 2) - i) t := by
  have hm := phase_trapped hi.le h h0 ht
  have hy : (i + (relaxRate i * tan ((φ 0 + arcsin i) / 2) - i) * exp (-(relaxRate i * t)))
      / relaxRate i = tan ((φ t + arcsin i) / 2) := by
    rw [div_eq_iff (relaxRate_pos hi).ne']
    linear_combination -exponential_relaxation hi h h0 ht
  rw [relaxingPhase, hy, Real.arctan_tan (by linarith [hm.1]) (by linarith [hm.2])]
  ring
```

## (f) Every constant gives a solution

For |i| < 1 and any real c, let φ be the closed form in (e), now with c free. Show that for t ≥ 0

φ′(t) = i − sin φ(t).

**Solution.** Put y = (i + c exp(−κt))/κ. Then y′ = −c exp(−κt) = i − κy, so

φ′ = 2y′/(1 + y²) = 2(i − κy)/(1 + y²).

On the other side, the double-angle formulas give

sin(2 arctan y − a) = [2κy − i(1 − y²)]/(1 + y²),

and subtracting this from i leaves the same fraction. This identity is `hsin` in the code.

```lean
/-- For `|i| < 1` and every real `c`, the closed-form phase solves the junction equation. -/
theorem relaxingPhase_isJunctionPhase {i : ℝ} (hi : |i| < 1) (c : ℝ) :
    IsJunctionPhase i (relaxingPhase i c) := by
  intro t _
  obtain ⟨h1, h2⟩ := abs_lt.mp hi
  have hκ := (relaxRate_pos hi).ne'
  have hcos : cos (arcsin i) = relaxRate i := Real.cos_arcsin i
  have hsin : ∀ y : ℝ, i - sin (2 * arctan y - arcsin i) =
      2 * (1 / (1 + y ^ 2)) * (i - y * relaxRate i) := by
    intro y
    have hs := Real.tan_mul_cos (Real.cos_arctan_pos y).ne'
    rw [Real.tan_arctan] at hs
    rw [Real.sin_sub, Real.sin_two_mul, Real.cos_two_mul, hcos,
      Real.sin_arcsin h1.le h2.le, ← Real.cos_sq_arctan y]
    linear_combination 2 * cos (arctan y) * relaxRate i * hs
  have hexp := ((hasDerivAt_id' t).const_mul (relaxRate i)).fun_neg.exp
  have hy := ((hexp.const_mul c).const_add i).div_const (relaxRate i)
  refine HasDerivAt.hasDerivWithinAt
    (((hy.arctan.const_mul 2).sub_const (arcsin i)).congr_deriv ?_)
  have hk : c * (exp (-(relaxRate i * t)) * -(relaxRate i * 1)) / relaxRate i =
      -(c * exp (-(relaxRate i * t))) := by
    rw [div_eq_iff hκ]
    ring
  rw [relaxingPhase, hsin, div_mul_cancel₀ _ hκ, hk]
  ring
```

## (g) Convergence to the zero-voltage state

For |i| < 1 and −π − a < φ(0) < π − a, show that

φ(t) → a as t → ∞.

**Solution.** Since κ > 0, exp(−κt) → 0. By (e) and continuity of arctan,

φ(t) → 2 arctan(i/κ) − a = 2a − a = a,

because tan a = i/κ. The differential equation then gives φ′ → i − sin a = 0, which is the vanishing voltage.

At zero bias, a = 0 and κ = 1, and the trajectory reduces to

φ(t) = 2 arctan(tan(φ(0)/2) exp(−t)).

In Lean, `Tendsto φ atTop (𝓝 (arcsin i))` is the limit, and `Ioo` denotes the open interval of starting phases. For simulations of this single, noiseless junction without capacitance, the closed form supplies a reference trajectory.

```lean
/-- Zero-voltage state: for `|i| < 1`, every solution of `φ' = i - sin φ` on `t ≥ 0` that starts
strictly between `-π - arcsin i` and `π - arcsin i` converges to `arcsin i`. -/
theorem tendsto_zero_voltage_state {i : ℝ} {φ : ℝ → ℝ} (hi : |i| < 1)
    (h : IsJunctionPhase i φ) (h0 : φ 0 ∈ Ioo (-π - arcsin i) (π - arcsin i)) :
    Tendsto φ atTop (𝓝 (arcsin i)) := by
  have he : Tendsto (fun t => exp (-(relaxRate i * t))) atTop (𝓝 0) :=
    Real.tendsto_exp_neg_atTop_nhds_zero.comp
      (tendsto_id.const_mul_atTop (relaxRate_pos hi))
  have hlim : ∀ c, Tendsto (relaxingPhase i c) atTop (𝓝 (arcsin i)) := by
    intro c
    have hy := ((he.const_mul c).const_add i).div_const (relaxRate i)
    have hA := (((Real.continuous_arctan.tendsto _).comp hy).const_mul 2).sub_const (arcsin i)
    have ha : arcsin i = arctan (i / relaxRate i) := Real.arcsin_eq_arctan (abs_lt.mp hi)
    have hv : 2 * arctan ((i + c * 0) / relaxRate i) - arcsin i = arcsin i := by
      rw [mul_zero, add_zero, ← ha]
      ring
    rw [hv] at hA
    exact hA
  refine (hlim (relaxRate i * tan ((φ 0 + arcsin i) / 2) - i)).congr' ?_
  filter_upwards [eventually_ge_atTop 0] with t ht
  exact (phase_eq_relaxingPhase hi h h0 ht).symm
```

## (h) Starting in another period

Let |i| < 1 and let n be an integer, with φ(0) − 2πn strictly between −π − a and π − a. Show that

φ(t) → a + 2πn as t → ∞.

**Solution.** The sine has period 2π, so φ − 2πn solves the same equation. By (g) it tends to a; add 2πn back.

```lean
/-- For `|i| < 1`, a solution of the junction equation that starts strictly between
`-π - arcsin i + 2πn` and `π - arcsin i + 2πn`, with `n` an integer, converges to `arcsin i + 2πn`.
-/
theorem tendsto_shifted_state {i : ℝ} {φ : ℝ → ℝ} (hi : |i| < 1) (h : IsJunctionPhase i φ)
    (n : ℤ) (h0 : φ 0 - n * (2 * π) ∈ Ioo (-π - arcsin i) (π - arcsin i)) :
    Tendsto φ atTop (𝓝 (arcsin i + n * (2 * π))) := by
  have hs : IsJunctionPhase i (fun t => φ t - n * (2 * π)) := by
    intro t ht
    refine ((h t ht).sub_const (n * (2 * π))).congr_deriv ?_
    rw [Real.sin_sub_int_mul_two_pi]
  have hl := (tendsto_zero_voltage_state hi hs h0).add_const (n * (2 * π))
  simpa only [sub_add_cancel] using hl
```

## (i) The upper endpoint

For |i| < 1, show that the constant phase

φ(t) = π − a

is a solution that does not converge to a.

**Solution.** Here sin(π − a) = sin a = i, so both sides of the equation vanish. A constant converges only to itself, and π − a = a would require a = π/2, whereas i < 1 gives a < π/2. The upper endpoint therefore has to be left out of the starting interval in (g).

```lean
/-- For `|i| < 1`, the constant phase `π - arcsin i` solves the junction equation and does not
converge to `arcsin i`. -/
theorem upper_endpoint_sharp {i : ℝ} (hi : |i| < 1) :
    IsJunctionPhase i (fun _ => π - arcsin i) ∧
      ¬ Tendsto (fun _ : ℝ => π - arcsin i) atTop (𝓝 (arcsin i)) := by
  obtain ⟨h1, h2⟩ := abs_lt.mp hi
  constructor
  · intro t _
    refine (hasDerivWithinAt_const t (Ici 0) (π - arcsin i)).congr_deriv ?_
    rw [Real.sin_pi_sub, Real.sin_arcsin h1.le h2.le, sub_self]
  · intro hl
    have he := tendsto_nhds_unique tendsto_const_nhds hl
    linarith [Real.arcsin_lt_pi_div_two.mpr h2]

end

end JosephsonZeroVoltage
```

```lean
#print axioms JosephsonZeroVoltage.relaxingPhase_isJunctionPhase
#print axioms JosephsonZeroVoltage.tendsto_zero_voltage_state
#print axioms JosephsonZeroVoltage.tendsto_shifted_state
#print axioms JosephsonZeroVoltage.upper_endpoint_sharp
```

```
'JosephsonZeroVoltage.relaxingPhase_isJunctionPhase' depends on axioms: [propext, Classical.choice, Quot.sound]
'JosephsonZeroVoltage.tendsto_zero_voltage_state' depends on axioms: [propext, Classical.choice, Quot.sound]
'JosephsonZeroVoltage.tendsto_shifted_state' depends on axioms: [propext, Classical.choice, Quot.sound]
'JosephsonZeroVoltage.upper_endpoint_sharp' depends on axioms: [propext, Classical.choice, Quot.sound]
```
